# A harmonic force taken one step late makes every nonzero Verlet trajectory unbounded

Suppose a Verlet simulation of a vibrating system gains energy, and the force routine turns out to be returning the force for the previous geometry. The cure is to correct the routine, but it may be tempting to shorten the time step instead until the run is stable, as works for ordinary Verlet. For a harmonic force that is exactly one step old, this search has no end: a shorter step reduces the growth per step, but no positive step removes it. With a small time step the growth per step is small, so a short test run can hide the problem.

In ab initio molecular dynamics a related question arises when forces come from an electronic state that trails behind the nuclei. The model here is simpler: a single classical harmonic coordinate whose force is exactly that of the previous step.

In Lean 4 with Mathlib:

```lean
import Mathlib

namespace LaggedForceVerlet

noncomputable section
```

## The spring and the two update rules

A particle of mass \(m\) has displacement \(x\) and is held by a spring of stiffness \(k\). The force is

\[
F(x) = -kx .
\]

```lean
/-- The force of a harmonic spring of stiffness `k` at displacement `x`. -/
def harmonicForce (k x : ℝ) : ℝ := -k * x
```

Let \(\Delta t\) be the time step, written `dt` in the code, and \(x_n\) the position at step \(n = 0, 1, 2, \dots\). Verlet replaces the acceleration by a second difference centred on \(x_{n+1}\). With the lagged force, the right-hand side is evaluated at \(x_n\):

\[
m\,(x_{n+2} - 2x_{n+1} + x_n) = \Delta t^2\, F(x_n).
\]

```lean
/-- Verlet dynamics with a lagged force: mass times the second difference of the position
equals `dt ^ 2` times the force at the previous step's position. -/
def IsLaggedVerlet (m k dt : ℝ) (x : ℕ → ℝ) : Prop :=
  ∀ n, m * (x (n + 2) - 2 * x (n + 1) + x n) = dt ^ 2 * harmonicForce k (x n)
```

A trajectory is a function `x : ℕ → ℝ`, and `IsLaggedVerlet m k dt x` says that it obeys this rule at every step. The first two positions are free and take the place of an initial position and velocity.

Ordinary Verlet differs only in where the force is evaluated:

\[
m\,(x_{n+2} - 2x_{n+1} + x_n) = \Delta t^2\, F(x_{n+1}).
\]

```lean
/-- Ordinary Verlet dynamics: the force is taken at the current position. -/
def IsVerlet (m k dt : ℝ) (x : ℕ → ℝ) : Prop :=
  ∀ n, m * (x (n + 2) - 2 * x (n + 1) + x n) = dt ^ 2 * harmonicForce k (x (n + 1))
```

## The recurrence and its one parameter

Mass, stiffness and time step enter only through the dimensionless number

\[
a = \frac{k\,\Delta t^2}{m},
\]

which equals \((\omega\,\Delta t)^2\) for an oscillator of angular frequency \(\omega = \sqrt{k/m}\).

```lean
/-- The dimensionless squared time step `a = k dt² / m`, for nonzero mass `m`. -/
def stepRatio (m k dt : ℝ) : ℝ := k * dt ^ 2 / m
```

The growth will be measured by a quadratic form in two successive positions \(u\) and \(v\):

\[
Q_a(u,v) = v^2 - 2uv + (1+a)u^2 .
\]

```lean
/-- The quadratic form `v² - 2uv + (1 + a)u²` in two successive positions `u`, `v`. -/
def laggedForm (a u v : ℝ) : ℝ := v ^ 2 - 2 * u * v + (1 + a) * u ^ 2
```

To obtain the recurrence, insert \(F(x_n) = -kx_n\) into the lagged rule and divide by \(m\):

\[
x_{n+2} - 2x_{n+1} + x_n = -a\,x_n
\quad\Longleftrightarrow\quad
x_{n+2} = 2x_{n+1} - (1+a)x_n .
\]

Multiplying by \(m\) again leads back, so for \(m \neq 0\) the two descriptions are equivalent.

```lean
/-- For nonzero mass, the lagged Verlet rule is the recurrence
`x(n+2) = 2x(n+1) - (1+a)x(n)` with `a = k dt² / m`. -/
theorem isLaggedVerlet_iff {m k dt : ℝ} (hm : m ≠ 0) (x : ℕ → ℝ) :
    IsLaggedVerlet m k dt x ↔
      ∀ n, x (n + 2) = 2 * x (n + 1) - (1 + stepRatio m k dt) * x n := by
  have ha : m * stepRatio m k dt = k * dt ^ 2 := by
    unfold stepRatio
    field_simp
  constructor
  · intro hx n
    have hn := hx n
    unfold harmonicForce at hn
    apply mul_left_cancel₀ hm
    linear_combination hn + x n * ha
  · intro hx n
    unfold harmonicForce
    linear_combination m * hx n - x n * ha
```

The auxiliary equation `ha` records \(ma = k\,\Delta t^2\). In the forward direction `mul_left_cancel₀` performs the division by \(m\), and `linear_combination` names the multiples of the known equations that add up to the required one.

## A positive form that grows by \(1+a\)

Completing the square gives

\[
Q_a(u,v) = (v-u)^2 + a\,u^2 .
\]

Let \(a > 0\). If \(u \neq 0\), the second term is positive and the first is nonnegative. If \(u = 0\) and \(v \neq 0\), the form equals \(v^2 > 0\). It therefore vanishes only when both positions do.

```lean
/-- For `a > 0` the quadratic form is positive unless both positions vanish. -/
theorem laggedForm_pos {a u v : ℝ} (ha : 0 < a) (huv : u ≠ 0 ∨ v ≠ 0) :
    0 < laggedForm a u v := by
  -- complete the square
  have hsq : laggedForm a u v = (v - u) ^ 2 + a * u ^ 2 := by
    unfold laggedForm
    ring
  rw [hsq]
  by_cases hu : u = 0
  · have hv : v ≠ 0 := huv.resolve_left (fun h => h hu)
    subst hu
    have : 0 < v ^ 2 := by positivity
    linarith
  · have h1 : 0 < a * u ^ 2 := by positivity
    have h2 : 0 ≤ (v - u) ^ 2 := sq_nonneg _
    linarith
```

The identity `hsq` is the completed square, and `by_cases` separates the same two cases.

Now advance by one step. Put \(u = x_n\), \(v = x_{n+1}\) and \(w = x_{n+2} = 2v - (1+a)u\). Since \(w - 2v = -(1+a)u\),

\[
\begin{aligned}
Q_a(v,w) &= w(w-2v) + (1+a)v^2 \\
&= -(1+a)u\,\bigl(2v-(1+a)u\bigr) + (1+a)v^2 \\
&= (1+a)\bigl(v^2 - 2uv + (1+a)u^2\bigr) = (1+a)\,Q_a(u,v).
\end{aligned}
\]

```lean
/-- For nonzero mass, each lagged Verlet step multiplies the quadratic form by
exactly `1 + a`. -/
theorem laggedForm_step {m k dt : ℝ} (hm : m ≠ 0) {x : ℕ → ℝ}
    (hx : IsLaggedVerlet m k dt x) (n : ℕ) :
    laggedForm (stepRatio m k dt) (x (n + 1)) (x (n + 2)) =
      (1 + stepRatio m k dt) * laggedForm (stepRatio m k dt) (x n) (x (n + 1)) := by
  rw [(isLaggedVerlet_iff hm x).mp hx n]
  unfold laggedForm
  ring
```

The rewrite substitutes the recurrence for \(x_{n+2}\), and `ring` does the expansion. This identity needs only \(m \neq 0\); the signs of mass and stiffness matter later, when the factor has to exceed one.

Repeating the step \(n\) times gives

\[
Q_a(x_n,x_{n+1}) = (1+a)^n\,Q_a(x_0,x_1).
\]

```lean
/-- For nonzero mass, after `n` lagged Verlet steps the quadratic form is `(1 + a) ^ n`
times its initial value. -/
theorem laggedForm_growth {m k dt : ℝ} (hm : m ≠ 0) {x : ℕ → ℝ}
    (hx : IsLaggedVerlet m k dt x) (n : ℕ) :
    laggedForm (stepRatio m k dt) (x n) (x (n + 1)) =
      (1 + stepRatio m k dt) ^ n * laggedForm (stepRatio m k dt) (x 0) (x 1) := by
  induction n with
  | zero => simp
  | succ n ih =>
    have hs := laggedForm_step hm hx n
    rw [ih] at hs
    rw [pow_succ]
    linear_combination hs
```

The proof is by induction on \(n\), with the one-step identity supplying each new factor.

## From the form to the positions

Growth of the form is useful only if the form is controlled by the positions. Subtraction gives

\[
(2+a)(u^2+v^2) - Q_a(u,v) = u^2 + 2uv + (1+a)v^2 = (u+v)^2 + a\,v^2 ,
\]

which is nonnegative for \(a \ge 0\). Along a trajectory it follows that

\[
(1+a)^n\,Q_a(x_0,x_1) \le (2+a)\,(x_n^2 + x_{n+1}^2).
\]

```lean
/-- For positive mass and stiffness, the squares of two successive positions on a lagged Verlet
trajectory, added and multiplied by `2 + a`, are at least `(1 + a) ^ n` times the initial quadratic
form. -/
theorem amplitude_lower_bound {m k dt : ℝ} (hm : 0 < m) (hk : 0 < k) {x : ℕ → ℝ}
    (hx : IsLaggedVerlet m k dt x) (n : ℕ) :
    (1 + stepRatio m k dt) ^ n * laggedForm (stepRatio m k dt) (x 0) (x 1) ≤
      (2 + stepRatio m k dt) * (x n ^ 2 + x (n + 1) ^ 2) := by
  have ha : 0 ≤ stepRatio m k dt := by
    unfold stepRatio
    positivity
  rw [← laggedForm_growth hm.ne' hx n]
  unfold laggedForm
  -- the difference of the two sides is `(u + v)² + a v²`
  have h1 := mul_nonneg ha (sq_nonneg (x (n + 1)))
  have h2 := sq_nonneg (x n + x (n + 1))
  linarith [h1, h2, show (2 + stepRatio m k dt) * (x n ^ 2 + x (n + 1) ^ 2) -
    (x (n + 1) ^ 2 - 2 * x n * x (n + 1) + (1 + stepRatio m k dt) * x n ^ 2) =
    (x n + x (n + 1)) ^ 2 + stepRatio m k dt * x (n + 1) ^ 2 + 2 * x n * x (n + 1)
      - 2 * x n * x (n + 1) by ring]
```

The facts `h1` and `h2` are the nonnegativity of \(a\,v^2\) and \((u+v)^2\), and `linarith` combines them with the expanded difference. The bound concerns a pair of neighbouring positions, since an oscillating particle may pass close to zero at any single step.

## No bound holds at any positive time step

Let \(m\), \(k\) and \(\Delta t\) be positive, so that \(a > 0\), and suppose \(x_j \neq 0\) for some \(j\). Then

\[
0 < Q_a(x_j,x_{j+1}) = (1+a)^j\,Q_a(x_0,x_1),
\]

so the initial value \(Q_a(x_0,x_1)\) is positive. If some number \(C\) satisfied \(|x_n| \le C\) for all \(n\), the lower bound would give

\[
(1+a)^n\,Q_a(x_0,x_1) \le 2(2+a)\,C^2 \quad\text{for every } n .
\]

The left side grows without limit while the right side is fixed, a contradiction.

```lean
/-- With positive mass, stiffness and time step, every lagged Verlet trajectory that is not
identically zero exceeds any given bound `C` in absolute value at some step. -/
theorem lagged_verlet_unbounded {m k dt : ℝ} (hm : 0 < m) (hk : 0 < k) (hdt : 0 < dt)
    {x : ℕ → ℝ} (hx : IsLaggedVerlet m k dt x) (hne : ∃ j, x j ≠ 0) (C : ℝ) :
    ∃ n, C < |x n| := by
  have ha : 0 < stepRatio m k dt := by
    unfold stepRatio
    positivity
  -- a nonzero position at any step makes the initial form positive
  have hQ : 0 < laggedForm (stepRatio m k dt) (x 0) (x 1) := by
    obtain ⟨j, hj⟩ := hne
    have hpos := laggedForm_pos (v := x (j + 1)) ha (Or.inl hj)
    rw [laggedForm_growth hm.ne' hx j] at hpos
    have hp : 0 < (1 + stepRatio m k dt) ^ j := by positivity
    exact (mul_pos_iff_of_pos_left hp).mp hpos
  by_contra hcon
  have hb : ∀ n, x n ^ 2 ≤ C ^ 2 := by
    intro n
    have hn : |x n| ≤ C := le_of_not_gt (fun h => hcon ⟨n, h⟩)
    exact sq_le_sq' (abs_le.mp hn).1 (abs_le.mp hn).2
  -- exponential growth overtakes the bound
  obtain ⟨n, hn⟩ := pow_unbounded_of_one_lt
    ((2 + stepRatio m k dt) * (C ^ 2 + C ^ 2) / laggedForm (stepRatio m k dt) (x 0) (x 1))
    (show 1 < 1 + stepRatio m k dt by linarith)
  rw [div_lt_iff₀ hQ] at hn
  have hlow := amplitude_lower_bound hm hk hx n
  have hup : (2 + stepRatio m k dt) * (x n ^ 2 + x (n + 1) ^ 2) ≤
      (2 + stepRatio m k dt) * (C ^ 2 + C ^ 2) :=
    mul_le_mul_of_nonneg_left (add_le_add (hb n) (hb (n + 1))) (by linarith)
  linarith
```

The theorem says that for every real `C` some step `n` has `C < |x n|`. The hypothesis `hne` asks for a nonzero position at any step, so a particle that starts at the origin and then moves is included. There is no upper or lower threshold on `dt` beyond positivity. The case \(k = 0\) has to be excluded, because a free particle can rest at a nonzero position forever.

In the proof, `hQ` is the positivity of the initial form, `hb` turns the supposed bound into one on the squares, and `pow_unbounded_of_one_lt` supplies a step at which the power of \(1+a\) is too large.

The setting is one coordinate, a linear force, real numbers without rounding, and a lag of exactly one step. Damping, anharmonic forces and forces that are only partly out of date would each require a separate analysis. Unboundedness also concerns arbitrarily long runs: over a fixed physical time \(T\), the form is multiplied by a factor of roughly \(\exp(kT\,\Delta t/m)\) when \(\Delta t\) is small, and this factor is close to one for a sufficiently short step.

## The current force gives bounded motion

With the force at the current position, the same substitution gives

\[
x_{n+2} = (2-a)x_{n+1} - x_n .
\]

The relevant form is now \(E(u,v) = v^2 - (2-a)uv + u^2\). With \(w = (2-a)v - u\),

\[
E(v,w) = w\bigl(w-(2-a)v\bigr) + v^2 = -u\bigl((2-a)v-u\bigr) + v^2 = E(u,v),
\]

so it is conserved. Completing the square in \(v\),

\[
4E(u,v) = \bigl(2v-(2-a)u\bigr)^2 + a(4-a)\,u^2 \ge a(4-a)\,u^2 .
\]

If \(k\,\Delta t^2 < 4m\), then \(0 < a < 4\) and the coefficient \(a(4-a)\) is positive. Hence, at every step,

\[
|x_n| \le \sqrt{\frac{4E(x_0,x_1)}{a(4-a)}} .
\]

The bound depends on the trajectory through its first two positions. In the code, `hrec` is the recurrence, `hinv` the conservation law proved by induction, and the square passed to `nlinarith` is the one completed above. For the same spring, mass and time step in this range, the two rules differ only in the position at which the force is evaluated, yet every ordinary trajectory is bounded and every lagged trajectory that is not identically zero is unbounded.

```lean
/-- By contrast, ordinary Verlet trajectories are bounded when mass, stiffness and time
step are positive and `k dt² < 4m`. -/
theorem verlet_bounded {m k dt : ℝ} (hm : 0 < m) (hk : 0 < k) (hdt : 0 < dt)
    (hstab : k * dt ^ 2 < 4 * m) {x : ℕ → ℝ} (hx : IsVerlet m k dt x) :
    ∃ C, ∀ n, |x n| ≤ C := by
  obtain ⟨a, hadef⟩ : ∃ a, a = k * dt ^ 2 / m := ⟨_, rfl⟩
  have ha : 0 < a := by
    rw [hadef]
    positivity
  have ha4 : a < 4 := by
    rw [hadef, div_lt_iff₀ hm]
    exact hstab
  have hma : m * a = k * dt ^ 2 := by
    rw [hadef]
    field_simp
  have hrec : ∀ n, x (n + 2) = (2 - a) * x (n + 1) - x n := by
    intro n
    have hn := hx n
    unfold harmonicForce at hn
    apply mul_left_cancel₀ hm.ne'
    linear_combination hn + x (n + 1) * hma
  -- the conserved quadratic form of ordinary Verlet
  have hinv : ∀ n, x (n + 1) ^ 2 - (2 - a) * x n * x (n + 1) + x n ^ 2 =
      x 1 ^ 2 - (2 - a) * x 0 * x 1 + x 0 ^ 2 := by
    intro n
    induction n with
    | zero => simp
    | succ n ih =>
      rw [← ih, show n + 1 + 1 = n + 2 from rfl, hrec n]
      ring
  have hpos : 0 < a * (4 - a) := mul_pos ha (by linarith)
  refine ⟨√(4 * (x 1 ^ 2 - (2 - a) * x 0 * x 1 + x 0 ^ 2) / (a * (4 - a))), fun n => ?_⟩
  apply Real.abs_le_sqrt
  rw [le_div_iff₀ hpos, ← hinv n]
  -- complete the square in the later position
  nlinarith [sq_nonneg (2 * x (n + 1) - (2 - a) * x n)]

end

end LaggedForceVerlet
```

```lean
#print axioms LaggedForceVerlet.lagged_verlet_unbounded
#print axioms LaggedForceVerlet.verlet_bounded
```

```
'LaggedForceVerlet.lagged_verlet_unbounded' depends on axioms: [propext, Classical.choice, Quot.sound]
'LaggedForceVerlet.verlet_bounded' depends on axioms: [propext, Classical.choice, Quot.sound]
```
